# Low-temperature chemical potential of a gapped two-level model: the slope from mid-gap is half the log-ratio of the weights

Take two valence states at energy 0 and one conduction state at energy G > 0, with non-interacting electrons at temperature T, measured in energy units. At zero temperature the valence states are full and the conduction state is empty. At T > 0 each state carries its Fermi–Dirac occupation at chemical potential μ, and the model is neutral when the mean number of holes equals the mean number of electrons:

2/(1 + exp(μ/T)) = 1/(1 + exp((G − μ)/T))

If the chemical potential μ sat at mid-gap, the two exponentials would be equal and there would be twice as many holes as electrons. So μ has to rise. To see how far, write r = exp(G/(2T)) and E = exp((μ − G/2)/T). The condition becomes

2/(1 + rE) = 1/(1 + r/E)

and clearing denominators gives

E − 2/E = 1/r

When T is small, r is huge and the right side is negligible. Then E² is close to 2, and (μ − G/2)/T is close to (1/2) log 2 ≈ 0.347. The half comes from the square: raising μ suppresses holes and favours electrons by the same factor E, so each has to supply only half of the logarithm.

## The exact formula and its exponentially small correction

Let the valence level have weight a > 0 and the conduction level weight b > 0. For every T > 0 exactly one μ satisfies

a/(1 + exp(μ/T)) = b/(1 + exp((G − μ)/T))

and it is

μ = G/2 + T · [ (1/2) log(a/b) + arsinh( (a − b)/(2√(ab)) · exp(−G/(2T)) ) ]

Since |arsinh x| ≤ |x| for every real x, it follows that

|(μ − G/2)/T − (1/2) log(a/b)| ≤ |a − b|/(2√(ab)) · exp(−G/(2T))

For G > 0 the right side vanishes as T → 0⁺, so (μ(T) − G/2)/T tends to (1/2) log(a/b). In the example with a = 2 and b = 1, at G/T = 20, the bound is about 1.6 · 10⁻⁵. The straight line G/2 + (T/2) log 2 then misses the neutral μ by less than 1.7 · 10⁻⁵ T.

## Finding the Fermi level when the count is flat

An electronic-structure code with Fermi–Dirac occupations determines μ from a prescribed electron number, and for this non-interacting two-level model the formula supplies a reference value at any positive temperature.

The cold, gapped case is where such a reference is useful. A root finder that works on the total electron number computes

N(μ) = a/(1 + exp(−μ/T)) + b/(1 + exp((G − μ)/T))

and looks for N(μ) = a. Take a = 2, b = 1 and G/T = 80. Near mid-gap exp(−μ/T) and the conduction occupation 1/(1 + exp((G − μ)/T)) are both about 4 · 10⁻¹⁸, below the resolution of double precision next to 1. The computed N is then exactly 2 over a window of μ several T wide, and a bisection may stop anywhere in it. The physical shift of 0.347 T is lost in that window.

Comparing the hole number with the electron number directly avoids the subtraction from a nearly full level. The closed formula avoids the search altogether. It contains only the decaying exponential exp(−G/(2T)), which for G > 0 can underflow to zero without harm: the result is then the straight line.

## From neutrality to a hyperbolic sine

Keep r = exp(G/(2T)) and E = exp((μ − G/2)/T). Then exp(μ/T) = rE and exp((G − μ)/T) = r/E, and neutrality reads

a/(1 + rE) = b/(1 + r/E) = bE/(E + r)

All denominators are positive, so this is equivalent to

a(E + r) = bE(1 + rE)

Dividing by rE and collecting terms gives

bE − a/E = (a − b)/r

The left side becomes symmetric once the weights are absorbed into the exponent. Define

u = (μ − G/2)/T − (1/2) log(a/b)

so that E = √(a/b) · exp(u). Then bE = √(ab) · exp(u) and a/E = √(ab) · exp(−u), and the equation turns into

sinh u = (a − b)/(2√(ab)) · exp(−G/(2T))

The hyperbolic sine maps the real line one-to-one onto itself. There is therefore exactly one u, given by arsinh of the right side, and for T > 0 exactly one μ. Solving the definition of u for μ gives the closed formula.

For the bound, note that sinh u ≥ u when u ≥ 0, because every term in the power series of sinh is then non-negative and the first one is u. Since sinh is odd, |u| ≤ |sinh u| for all real u. Inserting the equation for sinh u gives the stated inequality. As T → 0⁺ with G > 0, the exponent −G/(2T) goes to −∞, the bound goes to zero, and so does u.

Two special cases follow directly from the balance equation. At μ = G/2 both denominators are equal, so mid-gap is neutral exactly when a = b. At G = 0, put x = exp(μ/T). The electron number is b/(1 + 1/x) = bx/(1 + x), the hole number is a/(1 + x), and neutrality says a = bx. Hence μ = T log(a/b), with the full logarithm. The factor one half therefore depends on the gap being open: without it the correction term is as large as the leading one at every temperature.

## The Lean file

```lean
import Mathlib

open Filter Topology

namespace IntrinsicChemicalPotential

noncomputable section

/-- Number of holes in a valence level at energy zero with weight `a`, at temperature `T`
(in energy units) and chemical potential `μ`. -/
def holes (a T μ : ℝ) : ℝ := a / (1 + Real.exp (μ / T))

/-- Number of electrons in a conduction level at energy `G` with weight `b`. -/
def electrons (b G T μ : ℝ) : ℝ := b / (1 + Real.exp ((G - μ) / T))

/-- Charge neutrality: there are as many holes as electrons. -/
def Neutral (a b G T μ : ℝ) : Prop := holes a T μ = electrons b G T μ

/-- The chemical potential in closed form: mid-gap, a term linear in temperature, and a
term containing the Boltzmann factor of half the gap. -/
def intrinsicMu (a b G T : ℝ) : ℝ :=
  G / 2 + T * (Real.log (a / b) / 2
    + Real.arsinh ((a - b) / (2 * √(a * b)) * Real.exp (-G / (2 * T))))

/-- Charge neutrality is equivalent to an equation for the hyperbolic sine of the reduced
chemical potential, measured from mid-gap and shifted by half the log-ratio of the weights. -/
theorem neutral_iff_sinh {a b : ℝ} (ha : 0 < a) (hb : 0 < b) (G T μ : ℝ) :
    Neutral a b G T μ ↔
      Real.sinh ((μ - G / 2) / T - Real.log (a / b) / 2)
        = (a - b) / (2 * √(a * b)) * Real.exp (-G / (2 * T)) := by
  -- write the weights as squares, so that no square roots remain
  obtain ⟨p, hp, rfl⟩ : ∃ p : ℝ, 0 < p ∧ a = p ^ 2 :=
    ⟨√a, Real.sqrt_pos.2 ha, (Real.sq_sqrt ha.le).symm⟩
  obtain ⟨q, hq, rfl⟩ : ∃ q : ℝ, 0 < q ∧ b = q ^ 2 :=
    ⟨√b, Real.sqrt_pos.2 hb, (Real.sq_sqrt hb.le).symm⟩
  have hs : √(p ^ 2 * q ^ 2) = p * q := by
    rw [← mul_pow, Real.sqrt_sq (by positivity)]
  have hl : Real.log (p ^ 2 / q ^ 2) / 2 = Real.log (p / q) := by
    rw [← div_pow, Real.log_pow]
    push_cast
    ring
  have h1 : Real.exp (μ / T) = Real.exp (G / (2 * T)) * Real.exp ((μ - G / 2) / T) := by
    rw [← Real.exp_add]
    congr 1
    ring
  have h2 : Real.exp ((G - μ) / T)
      = Real.exp (G / (2 * T)) / Real.exp ((μ - G / 2) / T) := by
    rw [← Real.exp_sub]
    congr 1
    ring
  have h3 : Real.exp (-G / (2 * T)) = (Real.exp (G / (2 * T)))⁻¹ := by
    rw [← Real.exp_neg]
    congr 1
    ring
  unfold Neutral holes electrons
  rw [hs, hl, Real.sinh_eq, Real.exp_neg, Real.exp_sub, Real.exp_log (div_pos hp hq),
    h1, h2, h3]
  have hr := Real.exp_pos (G / (2 * T))
  have hE := Real.exp_pos ((μ - G / 2) / T)
  generalize Real.exp (G / (2 * T)) = r at hr ⊢
  generalize Real.exp ((μ - G / 2) / T) = E at hE ⊢
  -- both equations have the same numerator
  have e1 : q ^ 2 / (1 + r / E) = q ^ 2 * E / (E + r) := by
    rw [div_eq_div_iff (by positivity) (by positivity)]
    field_simp
  have e2 : (E / (p / q) - (E / (p / q))⁻¹) / 2 - (p ^ 2 - q ^ 2) / (2 * (p * q)) * r⁻¹
      = (q ^ 2 * E * (1 + r * E) - p ^ 2 * (E + r)) / (2 * p * q * E * r) := by
    field_simp
    ring
  rw [e1, div_eq_div_iff (by positivity) (by positivity)]
  constructor
  · intro h
    apply sub_eq_zero.mp
    rw [e2, h, sub_self, zero_div]
  · intro h
    have h0 := sub_eq_zero.mpr h
    rw [e2, div_eq_zero_iff] at h0
    rcases h0 with h0 | h0
    · linarith
    · exact absurd h0 (by positivity)

/-- At every positive temperature, neutrality holds exactly at the closed-form chemical
potential. -/
theorem neutral_iff_eq_intrinsicMu {a b T : ℝ} (ha : 0 < a) (hb : 0 < b) (hT : 0 < T)
    (G μ : ℝ) : Neutral a b G T μ ↔ μ = intrinsicMu a b G T := by
  rw [neutral_iff_sinh ha hb]
  unfold intrinsicMu
  constructor
  · intro h
    rw [← h, Real.arsinh_sinh, add_sub_cancel, mul_div_cancel₀ _ hT.ne']
    ring
  · intro h
    rw [h, add_sub_cancel_left, mul_div_cancel_left₀ _ hT.ne', add_sub_cancel_left,
      Real.sinh_arsinh]

/-- The reduced neutral chemical potential, measured from mid-gap, differs from half the log-ratio
of the weights by at most a constant times the Boltzmann factor of half the gap. -/
theorem deviation_le {a b G T μ : ℝ} (ha : 0 < a) (hb : 0 < b) (h : Neutral a b G T μ) :
    |(μ - G / 2) / T - Real.log (a / b) / 2|
      ≤ |(a - b) / (2 * √(a * b))| * Real.exp (-G / (2 * T)) := by
  have hs := (neutral_iff_sinh ha hb G T μ).1 h
  -- the hyperbolic sine is at least as large as its argument in absolute value
  have key : ∀ u : ℝ, |u| ≤ |Real.sinh u| := by
    intro u
    rcases le_total 0 u with hu | hu
    · rw [abs_of_nonneg hu]
      exact (Real.self_le_sinh_iff.2 hu).trans (le_abs_self _)
    · rw [abs_of_nonpos hu]
      exact (neg_le_neg (Real.sinh_le_self_iff.2 hu)).trans (neg_le_abs _)
  have hk := key ((μ - G / 2) / T - Real.log (a / b) / 2)
  rwa [hs, abs_mul, abs_of_pos (Real.exp_pos _)] at hk

/-- For a positive gap and positive weights, each positive temperature has a unique neutral
chemical potential, and its displacement from mid-gap divided by temperature tends to half
the log-ratio of the weights as the temperature tends to zero from above. -/
theorem intrinsic_chemical_potential {a b G : ℝ} (ha : 0 < a) (hb : 0 < b) (hG : 0 < G) :
    (∀ T : ℝ, 0 < T → ∃! μ : ℝ, Neutral a b G T μ) ∧
    ∀ μ : ℝ → ℝ, (∀ T : ℝ, 0 < T → Neutral a b G T (μ T)) →
      Tendsto (fun T => (μ T - G / 2) / T) (𝓝[>] 0) (𝓝 (Real.log (a / b) / 2)) := by
  constructor
  · intro T hT
    exact ⟨intrinsicMu a b G T, (neutral_iff_eq_intrinsicMu ha hb hT G _).2 rfl,
      fun μ h => (neutral_iff_eq_intrinsicMu ha hb hT G μ).1 h⟩
  · intro μ hμ
    -- the Boltzmann factor of half the gap vanishes at low temperature
    have hB : Tendsto (fun T : ℝ => Real.exp (-G / (2 * T))) (𝓝[>] 0) (𝓝 0) := by
      have ht : Tendsto (fun T : ℝ => G / 2 * T⁻¹) (𝓝[>] 0) atTop :=
        Tendsto.const_mul_atTop (half_pos hG) tendsto_inv_nhdsGT_zero
      refine (Real.tendsto_exp_neg_atTop_nhds_zero.comp ht).congr fun T => ?_
      simp only [Function.comp_apply]
      congr 1
      ring
    have hC := hB.const_mul |(a - b) / (2 * √(a * b))|
    rw [mul_zero] at hC
    apply tendsto_sub_nhds_zero_iff.mp
    refine squeeze_zero_norm' ?_ hC
    filter_upwards [self_mem_nhdsWithin] with T hT
    rw [Real.norm_eq_abs]
    exact deviation_le ha hb (hμ T hT)

/-- Mid-gap is the neutral chemical potential exactly when the two weights are equal. -/
theorem neutral_midgap_iff (a b G T : ℝ) : Neutral a b G T (G / 2) ↔ a = b := by
  unfold Neutral holes electrons
  rw [sub_half]
  have h : 1 + Real.exp (G / 2 / T) ≠ 0 := by positivity
  exact div_left_inj' h

/-- Without a gap, the neutral chemical potential is temperature times the full log-ratio of
the weights. -/
theorem neutral_gapless_iff {a b T : ℝ} (ha : 0 < a) (hb : 0 < b) (hT : 0 < T) (μ : ℝ) :
    Neutral a b 0 T μ ↔ μ = T * Real.log (a / b) := by
  have e : Real.exp ((0 - μ) / T) = (Real.exp (μ / T))⁻¹ := by
    rw [← Real.exp_neg]
    congr 1
    ring
  have key : ∀ x : ℝ, 0 < x → b / (1 + x⁻¹) = b * x / (1 + x) := by
    intro x hx
    have hxx : x * x⁻¹ = 1 := mul_inv_cancel₀ hx.ne'
    rw [div_eq_div_iff (by positivity) (by positivity)]
    linear_combination (-b) * hxx
  have hne : 1 + Real.exp (μ / T) ≠ 0 := by positivity
  unfold Neutral holes electrons
  rw [e, key _ (Real.exp_pos _), div_left_inj' hne]
  constructor
  · intro h
    rw [h, mul_div_cancel_left₀ _ hb.ne', Real.log_exp, mul_div_cancel₀ _ hT.ne']
  · intro h
    rw [h, mul_div_cancel_left₀ _ hT.ne', Real.exp_log (div_pos ha hb),
      mul_div_cancel₀ _ hb.ne']

end

end IntrinsicChemicalPotential
```

```lean
#print axioms IntrinsicChemicalPotential.intrinsic_chemical_potential
#print axioms IntrinsicChemicalPotential.neutral_midgap_iff
#print axioms IntrinsicChemicalPotential.neutral_gapless_iff
```

```
'IntrinsicChemicalPotential.intrinsic_chemical_potential' depends on axioms: [propext, Classical.choice, Quot.sound]
'IntrinsicChemicalPotential.neutral_midgap_iff' depends on axioms: [propext, Classical.choice, Quot.sound]
'IntrinsicChemicalPotential.neutral_gapless_iff' depends on axioms: [propext, Classical.choice, Quot.sound]
```

## What the theorems say about the model

`holes a T μ` is the hole number of a valence level at energy zero, and `electrons b G T μ` is the electron number of a conduction level at energy `G`. `Neutral a b G T μ` is the proposition that they are equal. All quantities are real numbers. The definitions fix three conventions: energies are measured from the valence level, Boltzmann's constant is 1, and the weights multiply the occupation of a single level.

The weights stand for numbers of states, with spin included if it is counted. They may be any positive reals, and they do not depend on temperature. The neutrality condition stands for an undoped material in which every conduction electron has left a hole behind; there are no donors, acceptors or defect levels to hold charge.

The main theorem, `intrinsic_chemical_potential`, assumes `0 < a`, `0 < b` and `0 < G`. Its first part uses `∃!` to say that each positive temperature has one and only one neutral μ. Its second part takes any function `μ : ℝ → ℝ` that is neutral at every positive temperature and gives its limit. Continuity of the function is not assumed, and its values at T ≤ 0 are irrelevant, because the filter `𝓝[>] 0` approaches zero only from above.

For a code, the stronger statements are `neutral_iff_eq_intrinsicMu`, which identifies the neutral μ with the closed formula at each T > 0, and `deviation_le`, which bounds the error of the straight line at finite temperature. The first holds for any real `G`. The second assumes neither a positive gap nor a positive temperature, but it is a low-temperature estimate only when both are positive. `neutral_midgap_iff` and `neutral_gapless_iff` are the two special cases above.

The theorems concern exact real arithmetic and two sharp levels. Rounding, the stopping rule of a root finder, band dispersion, interactions and a gap that changes with temperature are not part of them.

A model with parabolic bands in three dimensions would replace each level by a density of states. The exact sinh equation would then give way to an equation between Fermi–Dirac integrals. In the dilute limit the effective weights scale as the effective masses to the power 3/2, with a common temperature factor that cancels in the ratio. For one isotropic band of each kind with equal spin degeneracy, the slope becomes (3/4) log(m_h/m_e), where m_h and m_e are the hole and electron masses. That is the usual textbook estimate, and it would need a proof of its own.

## How the proof follows the algebra

`neutral_iff_sinh` carries the main calculation. It writes a = p² and b = q² with p and q positive, which turns √(ab) into pq and (1/2) log(a/b) into log(p/q). The steps `h1`, `h2` and `h3` express all exponentials through the two quantities called r and E above, and `generalize` then replaces them by positive variables with those names. What remains is an equivalence between two equations in rational functions.

Step `e1` rewrites the electron number as q²E/(E + r). Step `e2` puts the difference between the two sides of the sinh equation over a common denominator; its numerator is

q²E(1 + rE) − p²(E + r)

This is the difference between the two sides of the cross-multiplied neutrality condition. Since the denominator 2pqEr is positive, one equation holds exactly when the other does, and the two directions of the equivalence read this off.

`neutral_iff_eq_intrinsicMu` inverts the hyperbolic sine. One direction uses `Real.arsinh_sinh` and the other `Real.sinh_arsinh`; the positive temperature allows the division by T to be undone.

`deviation_le` first proves |u| ≤ |sinh u| by treating non-negative and non-positive u separately, then substitutes the sinh equation. The exponential is positive, so it comes out of the absolute value unchanged.

In the main theorem, existence and uniqueness are the two directions of the closed-form equivalence. For the limit, `hB` shows that exp(−G/(2T)) tends to zero, using `half_pos hG` to send (G/2)/T to infinity; this is where the open gap enters. Multiplying by the constant |(a − b)/(2√(ab))| keeps the limit at zero, and `squeeze_zero_norm'` passes it on to the deviation through `deviation_le`.

The last two theorems work from the definitions. At mid-gap, `sub_half` makes the denominators identical and they cancel. At zero gap, `key` brings the electron number to the same denominator as the hole number, which leaves a = b · exp(μ/T) to be solved by a logarithm.
